# The Penrose pseudo-inverse gives the least-squares solution of smallest norm

Let `A` be a real matrix with finitely many rows and columns, and let `X` satisfy the four Penrose equations for it. The theorem `penrose_least_squares` says that for every real vector `b` the vector `X b` makes the Euclidean norm of `A y - b` as small as possible, that the minimizers are exactly the vectors `X b + z` with `A z = 0`, and that every minimizer other than `X b` has a strictly larger norm. The proof compares squared norms. For the residuals it uses the splitting in `residual_sq`, and for the minimizers themselves it uses the fact that `X b` is orthogonal to the kernel of `A`.

An attempt in Lean 4 with a fault in it:

```lean
import Mathlib

open Matrix

namespace PseudoInverseLeastSquares

noncomputable section

variable {m n : Type*} [Fintype m] [Fintype n]

/-- The Euclidean norm of a real vector. -/
def euclidNorm (v : m → ℝ) : ℝ := Real.sqrt (v ⬝ᵥ v)

/-- The four Penrose equations for a real matrix `A` and a candidate pseudo-inverse `X`. -/
structure IsPenroseInverse (A : Matrix m n ℝ) (X : Matrix n m ℝ) : Prop where
  axa : A * X * A = A
  xax : X * A * X = X
  ax_symm : (A * X)ᵀ = A * X
  xa_symm : (X * A)ᵀ = X * A

/-- The vector `y` makes the norm of the residual `A y - b` as small as possible. -/
def IsLeastSquares (A : Matrix m n ℝ) (b : m → ℝ) (y : n → ℝ) : Prop :=
  ∀ z : n → ℝ, euclidNorm (A *ᵥ y - b) ≤ euclidNorm (A *ᵥ z - b)

/-- The squares of the norms of two orthogonal vectors add up to the square of the norm of
their sum. -/
theorem euclidNorm_add_sq (u v : m → ℝ) (h : u ⬝ᵥ v = 0) :
    euclidNorm (u + v) ^ 2 = euclidNorm u ^ 2 + euclidNorm v ^ 2 := by
  have sq (w : m → ℝ) : euclidNorm w ^ 2 = w ⬝ᵥ w :=
    Real.sq_sqrt (Finset.sum_nonneg fun i _ => mul_self_nonneg (w i))
  rw [sq, sq, sq, add_dotProduct, dotProduct_add, dotProduct_add, dotProduct_comm v u, h]
  ring

/-- Only the zero vector has Euclidean norm zero. -/
theorem eq_zero_of_euclidNorm (v : m → ℝ) (h : euclidNorm v = 0) : v = 0 := by
  have h0 : 0 ≤ v ⬝ᵥ v := Finset.sum_nonneg fun i _ => mul_self_nonneg (v i)
  exact dotProduct_self_eq_zero.1 ((Real.sqrt_eq_zero h0).1 h)

/-- The vector `X b` solves the normal equations: its residual is orthogonal to every
column of `A`. -/
theorem normal_equations {A : Matrix m n ℝ} {X : Matrix n m ℝ}
    (h : IsPenroseInverse A X) (b : m → ℝ) :
    Aᵀ *ᵥ (A *ᵥ (X *ᵥ b) - b) = 0 := by
  -- transpose `A X A = A` and use the symmetry of `A X`
  have key : (A * X * A)ᵀ = Aᵀ := by rw [h.axa]
  rw [Matrix.transpose_mul, h.ax_symm] at key
  simp only [Matrix.mulVec_sub, Matrix.mulVec_mulVec, key, sub_self]

/-- The squared residual of any trial vector `y` is the squared residual of `X b` plus the
squared norm of `A (y - X b)`. -/
theorem residual_sq {A : Matrix m n ℝ} {X : Matrix n m ℝ}
    (h : IsPenroseInverse A X) (b : m → ℝ) (y : n → ℝ) :
    euclidNorm (A *ᵥ y - b) ^ 2 =
      euclidNorm (A *ᵥ (y - X *ᵥ b)) ^ 2 + euclidNorm (A *ᵥ (X *ᵥ b) - b) ^ 2 := by
  have split : A *ᵥ y - b = A *ᵥ (y - X *ᵥ b) + (A *ᵥ (X *ᵥ b) - b) := by
    rw [Matrix.mulVec_sub]
    abel
  rw [split]
  apply euclidNorm_add_sq
  rw [dotProduct_comm, Matrix.dotProduct_mulVec, ← Matrix.mulVec_transpose,
    normal_equations h, zero_dotProduct]

/-- The vector `X b` is orthogonal to the kernel of `A`. -/
theorem orthogonal_kernel {A : Matrix m n ℝ} {X : Matrix n m ℝ}
    (h : IsPenroseInverse A X) (b : m → ℝ) (z : n → ℝ) (hz : A *ᵥ z = 0) :
    (X *ᵥ b) ⬝ᵥ z = 0 := by
  have e : (X * A) *ᵥ (X *ᵥ b) = X *ᵥ b := by rw [Matrix.mulVec_mulVec, h.xax]
  calc (X *ᵥ b) ⬝ᵥ z = z ⬝ᵥ ((X * A) *ᵥ (X *ᵥ b)) := by rw [e, dotProduct_comm]
    _ = ((X * A)ᵀ *ᵥ z) ⬝ᵥ (X *ᵥ b) := by
        rw [Matrix.dotProduct_mulVec, Matrix.mulVec_transpose]
    _ = 0 := by
        rw [h.xa_symm, ← Matrix.mulVec_mulVec, hz, Matrix.mulVec_zero, zero_dotProduct]

/-- The vector `X b` minimizes the residual norm, the minimizers are exactly `X b` plus the
kernel of `A`, and every other minimizer has a strictly larger norm than `X b`. -/
theorem penrose_least_squares {A : Matrix m n ℝ} {X : Matrix n m ℝ}
    (h : IsPenroseInverse A X) (b : m → ℝ) :
    IsLeastSquares A b (X *ᵥ b) ∧
    (∀ y, IsLeastSquares A b y ↔ ∃ z, A *ᵥ z = 0 ∧ y = X *ᵥ b + z) ∧
    (∀ y, IsLeastSquares A b y → y ≠ X *ᵥ b → euclidNorm (X *ᵥ b) < euclidNorm y) := by
  have least : IsLeastSquares A b (X *ᵥ b) := by
    intro y
    apply (sq_le_sq₀ (Real.sqrt_nonneg _) (Real.sqrt_nonneg _)).1
    rw [residual_sq h b y]
    exact le_add_of_nonneg_left (sq_nonneg _)
  have char : ∀ y, IsLeastSquares A b y ↔ ∃ z, A *ᵥ z = 0 ∧ y = X *ᵥ b + z := by
    intro y
    constructor
    · intro hy
      -- equal residuals leave no room for the term `A (y - X b)`
      have heq := le_antisymm (hy (X *ᵥ b)) (least y)
      have hp := residual_sq h b y
      rw [heq] at hp
      have h0 : euclidNorm (A *ᵥ (y - X *ᵥ b)) ^ 2 = 0 := by linarith
      exact ⟨y - X *ᵥ b, eq_zero_of_euclidNorm _ (pow_eq_zero_iff two_ne_zero |>.1 h0),
        by abel⟩
    · rintro ⟨z, hz, rfl⟩ w
      rw [Matrix.mulVec_add, hz, add_zero]
      exact least w
  refine ⟨least, char, ?_⟩
  intro y hy hne
  obtain ⟨z, hz, rfl⟩ := (char y).1 hy
  have hz0 : euclidNorm z ≠ 0 := by
    intro h0
    apply hne
    rw [eq_zero_of_euclidNorm z h0, add_zero]
  apply (sq_lt_sq₀ (Real.sqrt_nonneg _) (Real.sqrt_nonneg _)).1
  rw [euclidNorm_add_sq _ _ (orthogonal_kernel h b z hz)]
  exact lt_add_of_pos_right _ (pow_pos (lt_of_le_of_ne (Real.sqrt_nonneg _) hz0.symm) 2)

end

end PseudoInverseLeastSquares
```

Lean reports:

```
Main.lean:84:8: error: Tactic `rewrite` failed: Did not find an occurrence of the pattern
  euclidNorm (A *ᵥ y - b) ^ 2
in the target expression
  √((A *ᵥ X *ᵥ b - b) ⬝ᵥ (A *ᵥ X *ᵥ b - b)) ^ 2 ≤ √((A *ᵥ y - b) ⬝ᵥ (A *ᵥ y - b)) ^ 2

m : Type u_1
n : Type u_2
inst✝¹ : Fintype m
inst✝ : Fintype n
A : Matrix m n ℝ
X : Matrix n m ℝ
h : IsPenroseInverse A X
b : m → ℝ
y : n → ℝ
⊢ √((A *ᵥ X *ᵥ b - b) ⬝ᵥ (A *ᵥ X *ᵥ b - b)) ^ 2 ≤ √((A *ᵥ y - b) ⬝ᵥ (A *ᵥ y - b)) ^ 2
Main.lean:108:6: error: Tactic `rewrite` failed: Did not find an occurrence of the pattern
  euclidNorm (X *ᵥ b + z) ^ 2
in the target expression
  √(X *ᵥ b ⬝ᵥ X *ᵥ b) ^ 2 < √((X *ᵥ b + z) ⬝ᵥ (X *ᵥ b + z)) ^ 2

m : Type u_1
n : Type u_2
inst✝¹ : Fintype m
inst✝ : Fintype n
A : Matrix m n ℝ
X : Matrix n m ℝ
h : IsPenroseInverse A X
b : m → ℝ
least : IsLeastSquares A b (X *ᵥ b)
char : ∀ (y : n → ℝ), IsLeastSquares A b y ↔ ∃ z, A *ᵥ z = 0 ∧ y = X *ᵥ b + z
z : n → ℝ
hz : A *ᵥ z = 0
hy : IsLeastSquares A b (X *ᵥ b + z)
hne : X *ᵥ b + z ≠ X *ᵥ b
hz0 : euclidNorm z ≠ 0
⊢ √(X *ᵥ b ⬝ᵥ X *ᵥ b) ^ 2 < √((X *ᵥ b + z) ⬝ᵥ (X *ᵥ b + z)) ^ 2
```

Both messages say that `rw` looked for the square of a `euclidNorm` and found only squares of explicit square roots. The `apply` just before each `rw` is the reason. Its arguments `Real.sqrt_nonneg _` are statements about `√`, so they fixed the two sides of the comparison as square roots. Lean could match these with the goal by unfolding `euclidNorm`, but the new goal was then written with `√`. `rw` does not unfold an ordinary definition such as `euclidNorm` to find its pattern, so it failed.

The repair first proves `nn`, the same nonnegativity stated for `euclidNorm w`, once for vectors over `m` and once for vectors over `n`. With `nn _` as arguments, the goals after `apply` keep `euclidNorm`, and both rewrites find their patterns.

The last line now uses `nn z` in place of `Real.sqrt_nonneg _`. No message concerns that line, which Lean had not reached, so the messages do not show that this change was needed.

The mended proof, as a diff:

```diff
@@ -81,5 +81,6 @@
   have least : IsLeastSquares A b (X *ᵥ b) := by
     intro y
-    apply (sq_le_sq₀ (Real.sqrt_nonneg _) (Real.sqrt_nonneg _)).1
+    have nn (w : m → ℝ) : 0 ≤ euclidNorm w := Real.sqrt_nonneg _
+    apply (sq_le_sq₀ (nn _) (nn _)).1
     rw [residual_sq h b y]
     exact le_add_of_nonneg_left (sq_nonneg _)
@@ -105,7 +106,8 @@
     apply hne
     rw [eq_zero_of_euclidNorm z h0, add_zero]
-  apply (sq_lt_sq₀ (Real.sqrt_nonneg _) (Real.sqrt_nonneg _)).1
+  have nn (w : n → ℝ) : 0 ≤ euclidNorm w := Real.sqrt_nonneg _
+  apply (sq_lt_sq₀ (nn _) (nn _)).1
   rw [euclidNorm_add_sq _ _ (orthogonal_kernel h b z hz)]
-  exact lt_add_of_pos_right _ (pow_pos (lt_of_le_of_ne (Real.sqrt_nonneg _) hz0.symm) 2)
+  exact lt_add_of_pos_right _ (pow_pos (lt_of_le_of_ne (nn z) hz0.symm) 2)
 
 end
```
